# Second-order Brillouin–Wigner energy of $N$ independent two-level units is not size consistent

## Physical setting

A method is size consistent if its energy for a set of non-interacting units is the sum of its energies for the units taken alone. Here the $2^N\times 2^N$ Hamiltonian matrix of $N$ such units is written out, the second-order Brillouin–Wigner equation is formed from its elements, and its negative root is compared with $N$ times the root for one unit.

Each of $N$ units has the Hamiltonian $\begin{pmatrix}0&v\\ v&D\end{pmatrix}$ with gap $D>0$ between the uncoupled levels and real coupling $v\neq0$; put $w=v^2$. A configuration $s$ has $s_i=1$ when unit $i$ is excited and $s_i=0$ otherwise, $i=0,\dots,N-1$. The reference $0$ has no unit excited, and $\tau_i s$ is $s$ with unit $i$ switched. The total Hamiltonian acts on amplitudes $\psi(s)$ by
$$(H\psi)(s)=D\sum_i s_i\,\psi(s)+v\sum_i\psi(\tau_i s),$$
and the second-order equation for the energy $E$ is
$$E=H_{00}+\sum_{t\neq0}\frac{H_{0t}H_{t0}}{E-H_{tt}}.$$
This is the size-consistency test of electronic-structure methods for the special case of identical fragments with one excited configuration each.

## Statement

Let $E_N=\tfrac12\left(D-\sqrt{D^2+4Nw}\right)$.

1. For $N\ge1$, $E_N$ is the only negative solution of the second-order equation.
2. For every $N$, $NE_1$ is the lowest eigenvalue of $H$.
3. For $N\ge2$, $NE_1<E_N$.
4. $E_N/N\to0$ as $N\to\infty$.

With $D=3$, $v=2$: $E_1=-1$, the exact energy of two units is $-2$, and $E_2=(3-\sqrt{41})/2\approx-1.70$.

## Derivation

**The root.** $H_{00}=0$, and only the $N$ configurations $\tau_i0$ couple to the reference, each with element $v$ and diagonal $D$. So $E=Nw/(E-D)$. For $E<0$ this is $E(E-D)=Nw$, or $(D-2E)^2=D^2+4Nw$, and $D-2E>0$ selects $E=E_N$. Conversely $E_N<0$ because the square root exceeds $D$, and substitution gives $E_N(E_N-D)=Nw$.

**Lower bound.** Put $e=E_1<0$, so $e(e-D)=v^2$. For real $x,y$,
$$-e\left[Dy^2+2vxy-e(x^2+y^2)\right]=(ex-vy)^2,$$
so the bracket is non-negative. Define $F_i(s)=\psi(s)\left[Ds_i\psi(s)+v\psi(\tau_is)\right]-e\,\psi(s)^2$. Then $\langle\psi,H\psi\rangle-Ne\langle\psi,\psi\rangle=\sum_i\sum_sF_i(s)$. The pair sum $F_i(s)+F_i(\tau_is)$ is the bracket, with $x$ the amplitude of the configuration having unit $i$ down and $y$ that of its partner. Since $\tau_i$ permutes the configurations, $2\sum_sF_i(s)\ge0$, and every eigenvalue is at least $Ne$.

**Eigenvector.** With $c=e/v$ one has $vc=e$ and $Dc+v=ec$, so $(1,c)$ is an eigenvector of one unit. The product $\psi(s)=c^{\sum_is_i}$ collects $e$ from each unit: $H\psi=Ne\,\psi$. The normalised state is $\psi/(1+c^2)^{N/2}$.

**Strict inequality.** The two quadratics give
$$(Ne-E_N)(D-E_N-Ne)=Nw+NeD-N^2e^2=-N(N-1)e^2,$$
which is negative for $N\ge2$. The second factor is positive, so $Ne<E_N$.

**Limit.** $E_N^2=Nw+DE_N\le Nw$, hence $|E_N/N|\le\sqrt{w/N}\to0$, while the exact energy per unit stays at $E_1<0$.

## What the formal version assumes

`Config N` is the set of configurations, with `true` for $s_i=1$; `ref`, `toggle` and `level` are $0$, $\tau_i$ and $D\sum_is_i$. The matrix is `ham N D v`, the right side of the equation is `bwSecondOrder N D v E`, and $E_N$ is `bwEnergy D (v ^ 2) N`. The theorem `bw_not_size_consistent` is the conjunction of the four claims under `0 < D` and `v ≠ 0`. "Lowest eigenvalue" is `IsLeast` of the real $\mu$ with a non-zero real $\psi$ satisfying $H\psi=\mu\psi$; at $N=0$ the matrix is the $1\times1$ zero. The condition $E<0$ keeps $E$ below every $H_{tt}$ with $t\neq0$, each of which is at least $D$, so Lean's convention $0^{-1}=0$ plays no part. Independence of the units is built into `ham`. Higher orders, unequal units, complex couplings and non-degeneracy of the ground state are not treated.

If $v=0$, then $E_N=0=NE_1$: claim 3 fails and no negative root exists. Without $E<0$ uniqueness fails: for $D=3$, $v=2$, $N=1$, both $-1$ and $4$ solve the equation.

In a program the equation can be iterated as a fixed-point loop, $E\leftarrow Nw/(E-D)$, in which the energy of the whole system enters the denominator of each single unit. Putting the reference energy $0$ there instead gives the Rayleigh–Schrödinger value $-Nw/D$, linear in $N$.

```lean
import Mathlib

open Matrix Finset Filter Topology

namespace BrillouinWignerSizeConsistency

noncomputable section

variable {N : ℕ}

/-- A configuration of `N` two-level units: `s i = true` when unit `i` is excited. -/
abbrev Config (N : ℕ) := Fin N → Bool

/-- The reference configuration, with no unit excited. -/
def ref (N : ℕ) : Config N := fun _ => false

/-- The configuration obtained by switching the level of unit `i`. -/
def toggle (i : Fin N) (s : Config N) : Config N := fun j => if j = i then !s j else s j

/-- Unperturbed energy: `D` for every excited unit. -/
def level (D : ℝ) (s : Config N) : ℝ := ∑ i, if s i then D else 0

/-- Hamiltonian of `N` independent units, each with gap `D` and coupling `v` between its levels. -/
def ham (N : ℕ) (D v : ℝ) : Matrix (Config N) (Config N) ℝ :=
  Matrix.of fun s t => (if s = t then level D s else 0) + ∑ i, if t = toggle i s then v else 0

/-- Right side of the second-order Brillouin-Wigner equation for the reference configuration. -/
def bwSecondOrder (N : ℕ) (D v E : ℝ) : ℝ :=
  ham N D v (ref N) (ref N) + ∑ t ∈ univ.erase (ref N),
    ham N D v (ref N) t * ham N D v t (ref N) * (E - ham N D v t t)⁻¹

/-- The closed form `E_N = (D - √(D² + 4 N w)) / 2`. -/
def bwEnergy (D w : ℝ) (N : ℕ) : ℝ := (D - √(D ^ 2 + 4 * N * w)) / 2

/-- Product state with amplitude `1` on the lower and `c` on the upper level of every unit. -/
def productState (c : ℝ) (s : Config N) : ℝ := ∏ i, if s i then c else 1

/-- Switching the same unit twice restores the configuration. -/
theorem toggle_toggle (i : Fin N) (s : Config N) : toggle i (toggle i s) = s := by
  funext j
  by_cases h : j = i <;> simp [toggle, h]

/-- The Hamiltonian acts by the unperturbed energy plus `v` times every single switch. -/
theorem ham_mulVec (D v : ℝ) (ψ : Config N → ℝ) (s : Config N) :
    (ham N D v *ᵥ ψ) s = level D s * ψ s + ∑ i, v * ψ (toggle i s) := by
  simp only [ham, Matrix.mulVec, dotProduct, Matrix.of_apply, add_mul, sum_add_distrib,
    Finset.sum_mul]
  congr 1
  · simp
  · rw [Finset.sum_comm]
    simp

/-- With any energy weight `g`, the reference diagonal element plus the second-order sum over
the other configurations equals `N v² g(D)`. -/
theorem secondOrder_sum (D v : ℝ) (g : ℝ → ℝ) :
    ham N D v (ref N) (ref N) + ∑ t ∈ univ.erase (ref N),
      ham N D v (ref N) t * ham N D v t (ref N) * g (ham N D v t t) = N * v ^ 2 * g D := by
  have hne : ∀ (i : Fin N) (s : Config N), s ≠ toggle i s := fun i s h => by
    have := congrFun h i
    simp [toggle] at this
  have hdiag : ∀ s, ham N D v s s = level D s := fun s => by simp [ham, hne]
  have h0 : level D (ref N) = 0 := by simp [level, ref]
  have h1 : ∀ i, level D (toggle i (ref N)) = D := fun i => by
    unfold level
    rw [Finset.sum_eq_single i (fun j _ hj => by simp [toggle, ref, hj]) (by simp)]
    simp [toggle, ref]
  have h2 : ∀ i, ham N D v (toggle i (ref N)) (ref N) = v := fun i => by
    simp only [ham, Matrix.of_apply, if_neg (hne i (ref N)).symm, zero_add]
    rw [Finset.sum_eq_single i _ (by simp), toggle_toggle, if_pos rfl]
    intro j _ hj
    refine if_neg fun h => ?_
    have := congrFun h j
    simp [toggle, ref, hj] at this
  -- the sum is the reference component of `H` acting on `t ↦ H t 0 * g (H t t)`, set to `0` at `ref`
  let ψ : Config N → ℝ := fun t =>
    if t = ref N then 0 else ham N D v t (ref N) * g (ham N D v t t)
  have hψ : ∀ i, ψ (toggle i (ref N)) = v * g D := fun i => by
    simp only [ψ, if_neg (hne i (ref N)).symm, h2, hdiag, h1]
  rw [hdiag, h0, zero_add]
  calc _ = ∑ t ∈ univ.erase (ref N), ham N D v (ref N) t * ψ t :=
        sum_congr rfl fun t ht => by simp only [ψ, if_neg (ne_of_mem_erase ht), mul_assoc]
    _ = ∑ t, ham N D v (ref N) t * ψ t := Finset.sum_erase _ (by simp [ψ])
    _ = (ham N D v *ᵥ ψ) (ref N) := rfl
    _ = N * v ^ 2 * g D := by
        rw [ham_mulVec, h0]
        simp only [hψ, sum_const, card_univ, Fintype.card_fin, nsmul_eq_mul]
        ring

/-- For `w > 0` and `N ≥ 1`, `E_N` is negative and solves `E (E - D) = N w`. -/
theorem bwEnergy_spec (D : ℝ) {w : ℝ} (hw : 0 < w) (hN : 1 ≤ N) :
    bwEnergy D w N < 0 ∧ bwEnergy D w N * (bwEnergy D w N - D) = N * w := by
  have hn : (0 : ℝ) < N := by exact_mod_cast hN
  have hp := mul_pos hn hw
  have h1 : D < √(D ^ 2 + 4 * N * w) := Real.lt_sqrt_of_sq_lt (by linarith)
  have h2 := Real.sq_sqrt (show 0 ≤ D ^ 2 + 4 * N * w by positivity)
  unfold bwEnergy
  exact ⟨by linarith, by linear_combination h2 / 4⟩

/-- For `D > 0`, `v ≠ 0` and `N ≥ 1`, `E_N` with `w = v²` is the only negative solution of the second-order Brillouin-Wigner
equation. -/
theorem bw_root_iff {D v : ℝ} (hD : 0 < D) (hv : v ≠ 0) (hN : 1 ≤ N) (E : ℝ) :
    (E < 0 ∧ E = bwSecondOrder N D v E) ↔ E = bwEnergy D (v ^ 2) N := by
  have hs : bwSecondOrder N D v E = N * v ^ 2 * (E - D)⁻¹ :=
    secondOrder_sum D v fun x => (E - x)⁻¹
  rw [hs, ← div_eq_mul_inv]
  constructor
  · rintro ⟨hE, h⟩
    rw [eq_div_iff (by linarith : E - D < 0).ne] at h
    have : D ^ 2 + 4 * N * v ^ 2 = (D - 2 * E) ^ 2 := by linear_combination -4 * h
    rw [bwEnergy, this, Real.sqrt_sq (by linarith)]
    ring
  · intro h
    obtain ⟨h1, h2⟩ := bwEnergy_spec D (by positivity : 0 < v ^ 2) hN
    rw [← h] at h1 h2
    exact ⟨h1, by rw [eq_div_iff (by linarith : E - D < 0).ne]; exact h2⟩

/-- Variational bound: `⟨ψ, H ψ⟩ ≥ N E₁ ⟨ψ, ψ⟩` for every real state. -/
theorem exact_lower_bound (D : ℝ) {v : ℝ} (hv : v ≠ 0) (ψ : Config N → ℝ) :
    N * bwEnergy D (v ^ 2) 1 * (ψ ⬝ᵥ ψ) ≤ ψ ⬝ᵥ ham N D v *ᵥ ψ := by
  obtain ⟨he, hq⟩ := bwEnergy_spec D (by positivity : 0 < v ^ 2) (le_refl 1)
  rw [Nat.cast_one, one_mul] at hq
  generalize bwEnergy D (v ^ 2) 1 = e at *
  -- the bound for a single unit
  have two : ∀ x y : ℝ, 0 ≤ D * y ^ 2 + 2 * v * x * y - e * (x ^ 2 + y ^ 2) := fun x y => by
    have h : -e * (D * y ^ 2 + 2 * v * x * y - e * (x ^ 2 + y ^ 2)) = (e * x - v * y) ^ 2 := by
      linear_combination y ^ 2 * hq
    exact le_of_mul_le_mul_left (a := -e) (by rw [mul_zero, h]; positivity) (by linarith)
  let F : Fin N → Config N → ℝ := fun i s =>
    ψ s * ((if s i then D else 0) * ψ s + v * ψ (toggle i s)) - e * (ψ s * ψ s)
  have key : ∀ i, 0 ≤ ∑ s, F i s := fun i => by
    have hinv : Function.Involutive (toggle i) := toggle_toggle i
    have hs : ∑ s, F i (toggle i s) = ∑ s, F i s := hinv.bijective.sum_comp (F i)
    -- pair every configuration with its switched partner
    have pair : ∀ s, 0 ≤ F i s + F i (toggle i s) := fun s => by
      have ht : toggle i s i = !s i := by simp [toggle]
      rcases Bool.eq_false_or_eq_true (s i) with h | h <;>
        simp only [F, toggle_toggle, ht, h, Bool.not_true, Bool.not_false, Bool.false_eq_true,
          ↓reduceIte] <;>
        first
          | linarith [two (ψ s) (ψ (toggle i s))]
          | linarith [two (ψ (toggle i s)) (ψ s)]
    have := sum_nonneg fun s (_ : s ∈ univ) => pair s
    rw [sum_add_distrib, hs] at this
    linarith
  have tot : ψ ⬝ᵥ ham N D v *ᵥ ψ - N * e * (ψ ⬝ᵥ ψ) = ∑ i, ∑ s, F i s := by
    rw [Finset.sum_comm]
    unfold dotProduct
    rw [Finset.mul_sum, ← Finset.sum_sub_distrib]
    refine sum_congr rfl fun s _ => ?_
    rw [ham_mulVec]
    simp only [F, level, sum_sub_distrib, ← Finset.mul_sum, sum_add_distrib, ← Finset.sum_mul,
      sum_const, card_univ, Fintype.card_fin, nsmul_eq_mul]
    ring
  have := sum_nonneg fun i (_ : i ∈ univ) => key i
  linarith

/-- The product state with upper amplitude `E₁ / v` satisfies `H ψ = N E₁ ψ`. -/
theorem exact_eigenvector (D : ℝ) {v : ℝ} (hv : v ≠ 0) :
    ham N D v *ᵥ productState (bwEnergy D (v ^ 2) 1 / v) =
      (N * bwEnergy D (v ^ 2) 1) • productState (bwEnergy D (v ^ 2) 1 / v) := by
  obtain ⟨-, hq⟩ := bwEnergy_spec D (by positivity : 0 < v ^ 2) (le_refl 1)
  rw [Nat.cast_one, one_mul] at hq
  generalize bwEnergy D (v ^ 2) 1 = e at *
  have h1 : v * (e / v) = e := by field_simp
  generalize e / v = c at *
  have h2 : D * c + v = e * c :=
    mul_left_cancel₀ hv (by linear_combination (D - e) * h1 - hq)
  funext s
  have unit : ∀ i, (if s i then D else 0) * productState c s + v * productState c (toggle i s)
      = e * productState c s := fun i => by
    have fac : ∀ t : Config N, productState c t =
        (if t i then c else 1) * ∏ j ∈ univ.erase i, if t j then c else 1 := fun t =>
      (Finset.mul_prod_erase univ (fun j => if t j then c else 1) (mem_univ i)).symm
    have rest : (∏ j ∈ univ.erase i, if toggle i s j then c else 1) =
        ∏ j ∈ univ.erase i, if s j then c else 1 :=
      prod_congr rfl fun j hj => by simp [toggle, ne_of_mem_erase hj]
    have ht : toggle i s i = !s i := by simp [toggle]
    rw [fac s, fac (toggle i s), rest]
    generalize (∏ j ∈ univ.erase i, if s j then c else 1) = P
    rcases Bool.eq_false_or_eq_true (s i) with h | h <;>
      simp only [ht, h, Bool.not_true, Bool.not_false, Bool.false_eq_true, ↓reduceIte] <;>
      first | linear_combination P * h2 | linear_combination P * h1
  rw [ham_mulVec, level, Finset.sum_mul, ← sum_add_distrib, sum_congr rfl fun i _ => unit i]
  simp [mul_assoc]

/-- For `N ≥ 2`, `E_N` lies strictly above `N E₁`. -/
theorem mul_lt_bwEnergy {D w : ℝ} (hD : 0 < D) (hw : 0 < w) (hN : 2 ≤ N) :
    N * bwEnergy D w 1 < bwEnergy D w N := by
  obtain ⟨ha, hqa⟩ := bwEnergy_spec D hw (le_refl 1)
  obtain ⟨hb, hqb⟩ := bwEnergy_spec (N := N) D hw (by omega)
  rw [Nat.cast_one, one_mul] at hqa
  have hn : (2 : ℝ) ≤ N := by exact_mod_cast hN
  generalize bwEnergy D w 1 = a at *
  generalize bwEnergy D w N = b at *
  by_contra hc
  have hle : 0 ≤ N * a - b := by linarith [not_lt.mp hc]
  have hna : N * a < 0 := mul_neg_of_pos_of_neg (by linarith) ha
  have h1 := mul_nonneg hle (show 0 ≤ D - b - N * a by linarith)
  have h2 : (N * a - b) * (D - b - N * a) = -(N * (N - 1) * (a * a)) := by
    linear_combination hqb - N * hqa
  have h3 : 0 < (N : ℝ) * (N - 1) * (a * a) :=
    mul_pos (mul_pos (by linarith) (by linarith)) (mul_pos_of_neg_of_neg ha ha)
  linarith

/-- The energy per unit `E_N / N` tends to zero as `N` grows. -/
theorem bwEnergy_div_tendsto {D w : ℝ} (hD : 0 < D) (hw : 0 < w) :
    Tendsto (fun N : ℕ => bwEnergy D w N / N) atTop (𝓝 0) := by
  have hg : Tendsto (fun N : ℕ => √(w / N)) atTop (𝓝 0) := by
    simpa using (tendsto_const_div_atTop_nhds_zero_nat w).sqrt
  refine squeeze_zero_norm' ?_ hg
  filter_upwards [eventually_ge_atTop 1] with n hn
  obtain ⟨hb, hq⟩ := bwEnergy_spec D hw hn
  have hp : (0 : ℝ) < n := by exact_mod_cast hn
  -- `E_N² ≤ N w`
  have h : bwEnergy D w n ^ 2 ≤ n * w := by nlinarith [mul_pos (neg_pos.mpr hb) hD]
  rw [Real.norm_eq_abs]
  apply Real.abs_le_sqrt
  rw [div_pow, div_le_div_iff₀ (by positivity) hp]
  nlinarith [mul_le_mul_of_nonneg_right h hp.le]

/-- For `D > 0` and `v ≠ 0`: for `N ≥ 1`, `E_N` is the only negative second-order
Brillouin-Wigner root, and `N E₁` is the lowest
eigenvalue of `H`, while `E_N > N E₁` for `N ≥ 2` and `E_N / N → 0`. -/
theorem bw_not_size_consistent {D v : ℝ} (hD : 0 < D) (hv : v ≠ 0) :
    (∀ N, 1 ≤ N → ∀ E, (E < 0 ∧ E = bwSecondOrder N D v E) ↔ E = bwEnergy D (v ^ 2) N) ∧
    (∀ N, IsLeast {μ : ℝ | ∃ ψ, ψ ≠ 0 ∧ ham N D v *ᵥ ψ = μ • ψ} (N * bwEnergy D (v ^ 2) 1)) ∧
    (∀ N : ℕ, 2 ≤ N → N * bwEnergy D (v ^ 2) 1 < bwEnergy D (v ^ 2) N) ∧
    Tendsto (fun N : ℕ => bwEnergy D (v ^ 2) N / N) atTop (𝓝 0) := by
  have hw : 0 < v ^ 2 := by positivity
  refine ⟨fun N hN => bw_root_iff hD hv hN, fun N => ⟨⟨_, fun h => ?_, exact_eigenvector D hv⟩,
    ?_⟩, fun N => mul_lt_bwEnergy hD hw, bwEnergy_div_tendsto hD hw⟩
  · have := congrFun h (ref N)
    simp [productState, ref] at this
  · rintro μ ⟨ψ, h0, h⟩
    have hb := exact_lower_bound D hv ψ
    rw [h, dotProduct_smul, smul_eq_mul] at hb
    have hpos : 0 < ψ ⬝ᵥ ψ := lt_of_le_of_ne (sum_nonneg fun s _ => mul_self_nonneg (ψ s))
      fun h' => h0 (dotProduct_self_eq_zero.mp h'.symm)
    exact le_of_mul_le_mul_right hb hpos

end

end BrillouinWignerSizeConsistency
```

```lean
#print axioms BrillouinWignerSizeConsistency.bw_not_size_consistent
-- 'BrillouinWignerSizeConsistency.bw_not_size_consistent' depends on axioms: [propext, Classical.choice, Quot.sound]
```

## Notes on the proof

`ham_mulVec` is the action of $H$ above. `secondOrder_sum` evaluates the sum for any weight `g` as $Nv^2g(D)$, by reading it as the reference component of $H$ applied to the vector `ψ` with components $H_{t0}\,g(H_{tt})$ for $t\neq0$ and $0$ at the reference, which is the first-order correction to the state when $g(x)=(E-x)^{-1}$. `bw_root_iff` takes $g(x)=(E-x)^{-1}$, clears the denominator with `eq_div_iff` and removes the root with `Real.sqrt_sq`; the converse is `bwEnergy_spec`.

In `exact_lower_bound`, `two` is the bracket inequality, `pair` the case split on $s_i$, `hs` the reindexing by $\tau_i$ (a bijection by `toggle_toggle`), and `tot` the double sum. In `exact_eigenvector`, `h1` and `h2` are the two single-unit equations, and `unit` splits off factor $i$ of `productState`. Neither lemma assumes $D>0$.

`mul_lt_bwEnergy` argues by contradiction: if $E_N\le Ne$ the product is non-negative (`h1`), against the identity `h2` and the positivity `h3`. `bwEnergy_div_tendsto` applies `squeeze_zero_norm'` with the bound $\sqrt{w/N}$. The final theorem adds that the product state equals $1$ at the reference, so is non-zero, and cancels $\langle\psi,\psi\rangle>0$ in the lower bound.
